# A two-body operator with the symmetries of real orbitals is a weighted sum of squares of one-body operators

For a finite set of real orthonormal orbitals, let \(E_{pq}\) be the operator that moves an electron from orbital \(q\) to orbital \(p\), and let \(V_{(pq),(rs)}\) be real two-electron coefficients, unchanged when the two pairs are exchanged or when the indices within a pair are exchanged. To estimate the expectation value of \(\sum V_{(pq),(rs)}E_{pq}E_{rs}\) on a quantum computer, one can split this operator into groups, each built from commuting operators. Writing it as a weighted sum of squares of one-body operators with real symmetric coefficients provides such a splitting.

```lean
import Mathlib

open Finset

namespace MeasurementGrouping

universe u

variable {n : Type*} [Fintype n] {A : Type*} [Ring A] [Algebra ℝ A]

/-- The one-body operator `∑ L_pq E_pq` with real coefficients `L`. -/
def oneBody (L : Matrix n n ℝ) (E : n → n → A) : A :=
  ∑ p, ∑ q, L p q • E p q

/-- The two-body operator `∑ V_(pq),(rs) E_pq E_rs`. -/
def twoBody (V : Matrix (n × n) (n × n) ℝ) (E : n → n → A) : A :=
  ∑ p, ∑ q, ∑ r, ∑ s, V (p, q) (r, s) • (E p q * E r s)

/-- The coefficient matrix `U_pk U_qk` built from column `k` of `U`. -/
def orbitalMatrix (U : Matrix n n ℝ) (k : n) : Matrix n n ℝ :=
  Matrix.of fun p q => U p k * U q k

/-- The operator `∑ U_pk U_qk E_pq` belonging to the rotated orbital `k`. -/
def numberOp (U : Matrix n n ℝ) (E : n → n → A) (k : n) : A :=
  oneBody (orbitalMatrix U k) E

variable [DecidableEq n]

/-- The commutation relations of excitation operators,
`[E_pq, E_rs] = δ_qr E_ps - δ_ps E_rq`. -/
def IsExcitation (E : n → n → A) : Prop :=
  ∀ p q r s, E p q * E r s - E r s * E p q =
    (if q = r then E p s else 0) - (if p = s then E r q else 0)

/-- A real symmetric matrix is the sum of the products `U_ik U_jk` over the orthonormal columns `k`
of a real matrix `U`, weighted by real numbers `d_k`. -/
theorem spectral_expansion {m : Type*} [Fintype m] [DecidableEq m]
    (M : Matrix m m ℝ) (hM : M.IsSymm) :
    ∃ (d : m → ℝ) (U : Matrix m m ℝ), U.transpose * U = 1 ∧
      ∀ i j, M i j = ∑ k, d k * (U i k * U j k) := by
  have hH : M.IsHermitian := by
    ext i j
    simpa using hM.apply i j
  have h := hH.spectral_theorem
  rw [Unitary.conjStarAlgAut_apply] at h
  let U : Matrix m m ℝ := hH.eigenvectorUnitary
  have hst : star U = U.transpose := by
    ext i j
    simp [Matrix.star_apply]
  have hU : U * star U = 1 := Matrix.mem_unitaryGroup_iff.mp hH.eigenvectorUnitary.2
  have h' : M = U * Matrix.diagonal hH.eigenvalues * U.transpose := by
    rw [← hst]
    exact h
  refine ⟨hH.eigenvalues, U, ?_, fun i j => ?_⟩
  · rw [← hst]
    exact mul_eq_one_comm.mp hU
  · refine (congrFun (congrFun h' i) j).trans ?_
    rw [Matrix.mul_apply]
    refine sum_congr rfl fun k _ => ?_
    rw [Matrix.mul_diagonal, Matrix.transpose_apply]
    ring

/-- A real two-body tensor is symmetric under exchange of its pairs and under exchange within the
first pair exactly when it is a weighted sum of terms `L_pq L_rs`, each formed from a single real
symmetric matrix `L`. -/
theorem factorization_iff (V : Matrix (n × n) (n × n) ℝ) :
    (V.IsSymm ∧ ∀ p q r s, V (p, q) (r, s) = V (q, p) (r, s)) ↔
    ∃ (lam : n × n → ℝ) (L : n × n → Matrix n n ℝ), (∀ l, (L l).IsSymm) ∧
      ∀ p q r s, V (p, q) (r, s) = ∑ l, lam l * (L l p q * L l r s) := by
  constructor
  · rintro ⟨hV, hswap⟩
    obtain ⟨d, U, -, hd⟩ := spectral_expansion V hV
    -- symmetrise every eigenvector in its pair index
    refine ⟨d, fun l => Matrix.of fun p q => (U (p, q) l + U (q, p) l) / 2, ?_, ?_⟩
    · intro l
      ext p q
      simp only [Matrix.transpose_apply, Matrix.of_apply]
      ring
    · intro p q r s
      have hs : ∀ a b, V (a, b) (r, s) = V (a, b) (s, r) := fun a b => by
        rw [← hV.apply (a, b) (r, s), hswap r s a b, hV.apply (a, b) (s, r)]
      -- the symmetries make V equal to its average over exchanges within pairs
      have havg : V (p, q) (r, s) = (V (p, q) (r, s) + V (q, p) (r, s)
          + V (p, q) (s, r) + V (q, p) (s, r)) / 4 := by
        linarith [hswap p q r s, hs p q, hs q p]
      rw [havg, hd (p, q) (r, s), hd (q, p) (r, s), hd (p, q) (s, r), hd (q, p) (s, r),
        ← sum_add_distrib, ← sum_add_distrib, ← sum_add_distrib, sum_div]
      refine sum_congr rfl fun l _ => ?_
      simp only [Matrix.of_apply]
      ring
  · rintro ⟨lam, L, hL, h⟩
    constructor
    · ext ⟨p, q⟩ ⟨r, s⟩
      rw [Matrix.transpose_apply, h, h]
      exact sum_congr rfl fun l _ => by ring
    · intro p q r s
      rw [h, h]
      exact sum_congr rfl fun l _ => by rw [(hL l).apply p q]

omit [DecidableEq n] in
/-- The product of two one-body operators, written as a fourfold sum. -/
theorem oneBody_mul (L M : Matrix n n ℝ) (E : n → n → A) :
    oneBody L E * oneBody M E =
      ∑ p, ∑ q, ∑ r, ∑ s, (L p q * M r s) • (E p q * E r s) := by
  simp only [oneBody, sum_mul]
  simp only [mul_sum, smul_mul_smul_comm]

/-- A two-body operator whose real coefficients are symmetric under exchange of the pairs
and within the first pair is a weighted sum of squares of one-body operators with real
symmetric coefficients; these serve for all `E_pq` in all real algebras. -/
theorem twoBody_eq_sum_squares (V : Matrix (n × n) (n × n) ℝ) (hV : V.IsSymm)
    (hswap : ∀ p q r s, V (p, q) (r, s) = V (q, p) (r, s)) :
    ∃ (lam : n × n → ℝ) (L : n × n → Matrix n n ℝ), (∀ l, (L l).IsSymm) ∧
      ∀ (B : Type u) [Ring B] [Algebra ℝ B] (E : n → n → B),
        twoBody V E = ∑ l, lam l • (oneBody (L l) E) ^ 2 := by
  obtain ⟨lam, L, hL, h⟩ := (factorization_iff V).mp ⟨hV, hswap⟩
  refine ⟨lam, L, hL, fun B _ _ E => ?_⟩
  simp only [twoBody, h, pow_two, oneBody_mul, sum_smul, smul_sum, smul_smul]
  -- carry the sum over l inside the four orbital sums
  symm
  refine sum_comm.trans (sum_congr rfl fun p _ => ?_)
  refine sum_comm.trans (sum_congr rfl fun q _ => ?_)
  refine sum_comm.trans (sum_congr rfl fun r _ => ?_)
  exact sum_comm

/-- Double factorization: a two-body operator whose real coefficients are symmetric under exchange
of the pairs and within the first pair is a weighted sum of quadratic forms, each in the operators
`numberOp` of one set of real orthonormal orbitals. -/
theorem double_factorization (V : Matrix (n × n) (n × n) ℝ) (hV : V.IsSymm)
    (hswap : ∀ p q r s, V (p, q) (r, s) = V (q, p) (r, s)) :
    ∃ (lam : n × n → ℝ) (e : n × n → n → ℝ) (U : n × n → Matrix n n ℝ),
      (∀ l, (U l).transpose * U l = 1) ∧
      ∀ (B : Type u) [Ring B] [Algebra ℝ B] (E : n → n → B),
        twoBody V E = ∑ l, lam l • ∑ i, ∑ j,
          (e l i * e l j) • (numberOp (U l) E i * numberOp (U l) E j) := by
  obtain ⟨lam, L, hL, h⟩ := twoBody_eq_sum_squares.{u} V hV hswap
  choose e U hU hLU using fun l => spectral_expansion (L l) (hL l)
  refine ⟨lam, e, U, hU, fun B _ _ E => ?_⟩
  rw [h B E]
  refine sum_congr rfl fun l _ => ?_
  -- in its own orbitals the one-body operator is diagonal
  have hdiag : oneBody (L l) E = ∑ k, e l k • numberOp (U l) E k := by
    simp only [numberOp, oneBody, orbitalMatrix, Matrix.of_apply, hLU l, sum_smul,
      smul_sum, smul_smul]
    symm
    refine sum_comm.trans (sum_congr rfl fun p _ => ?_)
    exact sum_comm
  rw [hdiag, pow_two]
  simp only [sum_mul]
  simp only [mul_sum, smul_mul_smul_comm]

/-- For excitation operators, the commutator of two one-body operators is the one-body
operator of the commutator of their coefficient matrices. -/
theorem oneBody_commutator (L M : Matrix n n ℝ) (E : n → n → A) (hE : IsExcitation E) :
    oneBody L E * oneBody M E - oneBody M E * oneBody L E =
      oneBody (L * M - M * L) E := by
  have h2 : oneBody M E * oneBody L E =
      ∑ p, ∑ q, ∑ r, ∑ s, (L p q * M r s) • (E r s * E p q) := by
    simp only [oneBody, mul_sum]
    simp only [sum_mul, smul_mul_smul_comm]
    exact sum_congr rfl fun p _ => sum_congr rfl fun q _ => sum_congr rfl fun r _ =>
      sum_congr rfl fun s _ => by rw [mul_comm (M r s)]
  have hA : ∑ p, ∑ q, ∑ r, ∑ s, (L p q * M r s) • (if q = r then E p s else 0) =
      oneBody (L * M) E := by
    simp only [oneBody, Matrix.mul_apply, sum_smul]
    refine sum_congr rfl fun p _ => Eq.trans ?_ sum_comm
    refine sum_congr rfl fun q _ => sum_comm.trans (sum_congr rfl fun s _ => ?_)
    simp [smul_ite]
  have hB : ∑ p, ∑ q, ∑ r, ∑ s, (L p q * M r s) • (if p = s then E r q else 0) =
      oneBody (M * L) E := by
    simp only [oneBody, Matrix.mul_apply, sum_smul, smul_ite, smul_zero, sum_ite_eq,
      mem_univ, if_true]
    calc ∑ p, ∑ q, ∑ r, (L p q * M r p) • E r q
        = ∑ q, ∑ p, ∑ r, (L p q * M r p) • E r q := sum_comm
      _ = ∑ q, ∑ r, ∑ p, (L p q * M r p) • E r q := sum_congr rfl fun q _ => sum_comm
      _ = ∑ r, ∑ q, ∑ p, (L p q * M r p) • E r q := sum_comm
      _ = ∑ r, ∑ q, ∑ p, (M r p * L p q) • E r q :=
        sum_congr rfl fun r _ => sum_congr rfl fun q _ => sum_congr rfl fun p _ => by
          rw [mul_comm (L p q)]
  have hsub : oneBody (L * M - M * L) E = oneBody (L * M) E - oneBody (M * L) E := by
    simp only [oneBody, Matrix.sub_apply, sub_smul, sum_sub_distrib]
  rw [hsub, ← hA, ← hB, oneBody_mul, h2]
  simp only [← sum_sub_distrib, ← smul_sub]
  exact sum_congr rfl fun p _ => sum_congr rfl fun q _ => sum_congr rfl fun r _ =>
    sum_congr rfl fun s _ => by rw [hE p q r s]

/-- For excitation operators, the operators `numberOp` of one set of real orthonormal
orbitals commute with each other. -/
theorem numberOp_commute (U : Matrix n n ℝ) (hU : U.transpose * U = 1)
    (E : n → n → A) (hE : IsExcitation E) (i j : n) :
    Commute (numberOp U E i) (numberOp U E j) := by
  by_cases hij : i = j
  · rw [hij]
  -- coefficient matrices of different orthonormal orbitals multiply to zero
  have hz : ∀ a b, a ≠ b → orbitalMatrix U a * orbitalMatrix U b = 0 := by
    intro a b hab
    have ho : ∑ q, U q a * U q b = 0 := by
      have h := congrFun (congrFun hU a) b
      simpa [Matrix.mul_apply, Matrix.one_apply, hab] using h
    ext p s
    simp only [Matrix.mul_apply, orbitalMatrix, Matrix.of_apply, Matrix.zero_apply]
    calc ∑ q, U p a * U q a * (U q b * U s b)
        = (U p a * U s b) * ∑ q, U q a * U q b := by
          rw [mul_sum]
          exact sum_congr rfl fun q _ => by ring
      _ = 0 := by rw [ho, mul_zero]
  have hc := oneBody_commutator (orbitalMatrix U i) (orbitalMatrix U j) E hE
  rw [hz i j hij, hz j i (Ne.symm hij), sub_zero] at hc
  have h0 : oneBody (0 : Matrix n n ℝ) E = 0 := by simp [oneBody]
  exact sub_eq_zero.mp (hc.trans h0)

/-- The matrix units satisfy the commutation relations of excitation operators. -/
theorem isExcitation_witness :
    IsExcitation (fun p q : n => Matrix.single p q (1 : ℝ)) := by
  have key : ∀ p q r s : n, Matrix.single p q (1 : ℝ) * Matrix.single r s (1 : ℝ) =
      if q = r then Matrix.single p s (1 : ℝ) else 0 := by
    intro p q r s
    by_cases h : q = r
    · subst h
      simp
    · simp [h]
  intro p q r s
  simp only [key, eq_comm (a := s) (b := p)]

end MeasurementGrouping
```

```lean
#print axioms MeasurementGrouping.twoBody_eq_sum_squares
#print axioms MeasurementGrouping.double_factorization
#print axioms MeasurementGrouping.numberOp_commute
```

```
'MeasurementGrouping.twoBody_eq_sum_squares' depends on axioms: [propext, Classical.choice, Quot.sound]
'MeasurementGrouping.double_factorization' depends on axioms: [propext, Classical.choice, Quot.sound]
'MeasurementGrouping.numberOp_commute' depends on axioms: [propext, Classical.choice, Quot.sound]
```

## The identity and its quantifiers

The orbitals are the elements of the finite type `n`, and `V` is a real matrix whose rows and columns are labelled by pairs in `n × n`. The operators are a function `E`, with `E p q` standing for \(E_{pq}\). Its values lie in a real algebra, that is, a ring with real scalars whose multiplication need not commute. The linear operators on the electrons' complex Fock space, which is finite-dimensional for finitely many orbitals, qualify, since they can be multiplied by real numbers.

The definitions `oneBody L E` and `twoBody V E` are
\[
\sum_{pq}L_{pq}E_{pq}\qquad\text{and}\qquad \sum_{pqrs}V_{(pq),(rs)}E_{pq}E_{rs}.
\]
The theorem `twoBody_eq_sum_squares` assumes \(V_{(pq),(rs)}=V_{(rs),(pq)}\) (`V.IsSymm`) and \(V_{(pq),(rs)}=V_{(qp),(rs)}\) (`hswap`). It gives real numbers \(\lambda_l\), written `lam l`, and real symmetric matrices \(L_l\) such that
\[
\sum_{pqrs}V_{(pq),(rs)}E_{pq}E_{rs}=\sum_l\lambda_l\Big(\sum_{pq}(L_l)_{pq}E_{pq}\Big)^2 .
\]
The label \(l\) runs over orbital pairs, so \(N\) orbitals give \(N^2\) terms. In the construction below at most \(N(N+1)/2\) of them have a nonzero weight, because the symmetries make \(V\) send every antisymmetric vector on pairs to zero. The weights may be negative. The factors are chosen before the algebra and the operators, so they depend on the coefficients alone. No commutation relation is assumed here.

At the level of coefficients, `factorization_iff` says that the two symmetries hold exactly when \(V_{(pq),(rs)}=\sum_l\lambda_l(L_l)_{pq}(L_l)_{rs}\) for some such factors.

## Electron repulsion and measurement groups

In a molecular Hamiltonian with spin-summed \(E_{pq}\), the repulsion is
\[
\tfrac12\sum_{pqrs}(pq|rs)\,\big(E_{pq}E_{rs}-\delta_{qr}E_{ps}\big),
\]
where \((pq|rs)\) is the repulsion integral between the orbital products \(pq\) and \(rs\). Thus \(V_{(pq),(rs)}=\tfrac12(pq|rs)\), and the term with \(\delta_{qr}\) joins the one-electron part of the Hamiltonian, which `twoBody` leaves out. Real orbitals give these integrals both required symmetries.

The theorem `double_factorization` goes one step further. For each \(l\) it finds a matrix \(U_l\) with orthonormal columns, which are the orbitals of that group, and real numbers \(e_{l,i}\), such that the two-body operator equals
\[
\sum_l\lambda_l\sum_{ij}e_{l,i}e_{l,j}\,n_{l,i}n_{l,j},\qquad n_{l,k}=\sum_{pq}(U_l)_{pk}(U_l)_{qk}E_{pq}.
\]
Lean calls \(n_{l,k}\) `numberOp (U l) E k`. For a general family `E` this is only a name; for fermionic excitation operators it is the occupation of the rotated orbital \(k\).

Commutation enters through `IsExcitation`, which states
\[
[E_{pq},E_{rs}]=\delta_{qr}E_{ps}-\delta_{ps}E_{rq}.
\]
Fermionic excitation operators obey this relation as a consequence of the anticommutation rules; here it is a hypothesis. Under it, `numberOp_commute` shows that the \(n_{l,k}\) with the same \(l\) commute. Operators from different groups need not.

The step from commuting to jointly measurable also requires the number operators to be self-adjoint, and the algebra in the theorems has no adjoint. For fermions this follows from \(E_{pq}^\dagger=E_{qp}\). In a finite real orbital basis, each group can then be measured by rotating to its orbitals and reading out their occupations.

## From eigenvectors on pairs to squares

Since \(V\) is a real symmetric matrix on pairs, it has orthonormal eigenvectors \(u^l\) with real eigenvalues \(\lambda_l\), and
\[
V_{(pq),(rs)}=\sum_l\lambda_l\,u^l_{pq}u^l_{rs}.
\]
This is `spectral_expansion`. It takes Mathlib's spectral theorem for Hermitian matrices, replaces the adjoint by the transpose because the entries are real, and reads off one entry of the product.

An eigenvector need not be symmetric in its two orbital indices; one with eigenvalue zero can be antisymmetric. The proof therefore sets
\[
(L_l)_{pq}=\tfrac12\big(u^l_{pq}+u^l_{qp}\big).
\]
To see that this leaves the sum unchanged, first move the exchange to the second pair, which is the step `hs`:
\[
V_{(pq),(rs)}=V_{(rs),(pq)}=V_{(sr),(pq)}=V_{(pq),(sr)}.
\]
Hence \(V_{(pq),(rs)}\) equals the average of the four entries obtained by exchanges within the pairs (`havg`). Inserting the expansion into each entry gives
\[
V_{(pq),(rs)}=\sum_l\lambda_l\,\tfrac14\big(u^l_{pq}+u^l_{qp}\big)\big(u^l_{rs}+u^l_{sr}\big)=\sum_l\lambda_l(L_l)_{pq}(L_l)_{rs}.
\]
After the sums are combined, `ring` checks this factorisation term by term. No separate treatment of zero or degenerate eigenvalues is needed. Conversely, in a sum of this form, exchanging the pairs exchanges two real factors, and exchanging \(p\) and \(q\) leaves the symmetric \(L_l\) unchanged.

The lemma `oneBody_mul` multiplies out two one-body operators and keeps the order of the \(E\)'s. For a square it gives
\[
\Big(\sum_{pq}(L_l)_{pq}E_{pq}\Big)^2=\sum_{pqrs}(L_l)_{pq}(L_l)_{rs}E_{pq}E_{rs}.
\]
Multiplying by \(\lambda_l\), summing over \(l\) and inserting the factorisation of \(V\) proves the main identity. The repeated use of `sum_comm` moves the sum over \(l\) past the four orbital sums.

## Rotated orbitals inside each square

Each \(L_l\) is itself real and symmetric, so `spectral_expansion` applies again:
\[
(L_l)_{pq}=\sum_k e_{l,k}(U_l)_{pk}(U_l)_{qk}.
\]
Multiplying by \(E_{pq}\) and summing gives \(\sum_{pq}(L_l)_{pq}E_{pq}=\sum_k e_{l,k}n_{l,k}\), which is `hdiag`. Squaring this sum yields the double factorisation.

For the commutator of two one-body operators with coefficients \(L\) and \(M\), the excitation relations give
\[
\sum_{pqrs}L_{pq}M_{rs}\big(\delta_{qr}E_{ps}-\delta_{ps}E_{rq}\big)
=\sum_{ps}(LM)_{ps}E_{ps}-\sum_{rq}(ML)_{rq}E_{rq}.
\]
In `oneBody_commutator`, `hA` and `hB` evaluate the two delta terms, and the result is the one-body operator of \(LM-ML\).

Now take one matrix \(U\) with orthonormal columns and let \(P^i_{pq}=U_{pi}U_{qi}\), which is `orbitalMatrix U i`. For \(i\ne j\),
\[
(P^iP^j)_{ps}=U_{pi}\Big(\sum_q U_{qi}U_{qj}\Big)U_{sj}=0,
\]
and likewise \(P^jP^i=0\). This is `hz`. The commutator of the two number operators is therefore the one-body operator of the zero matrix, which is zero. For \(i=j\) there is nothing to prove.

Finally, `isExcitation_witness` confirms that the excitation relations can be satisfied. The matrix unit with a single 1 in row \(p\), column \(q\) represents \(E_{pq}\) for one spinless electron. The product of the units \(pq\) and \(rs\) is \(\delta_{qr}\) times the unit \(ps\), and subtracting the product in reverse order gives the required relation.

## Coefficients without symmetry inside a pair

Symmetry under exchange of the pairs is not enough by itself. Take two orbitals, with \(V_{(12),(12)}=1\) and all other entries zero. This matrix is symmetric, but \(V_{(21),(12)}=0\), so `hswap` fails. The two-body operator is \(E_{12}^2\).

In the algebra of real numbers, choose \(E_{12}=1\), \(E_{21}=-1\) and \(E_{11}=E_{22}=0\). Every symmetric \(L\) then gives \(\sum_{pq}L_{pq}E_{pq}=L_{12}-L_{21}=0\), so any weighted sum of squares is 0, while \(E_{12}^2=1\).

These numbers are not excitation operators, but the same \(V\) also fails for spin-summed fermionic ones. There \(E_{12}^2\) moves two electrons from orbital 2 to orbital 1 and is not self-adjoint, whereas a real combination of squares of one-body operators with real symmetric coefficients is.
